# Partial derivatives and multiplications by the variables on complex polynomials in two variables satisfy the commutation relations of two independent bosonic modes

The theorem `twoModes_witness` states that, on complex polynomials in two variables, the partial derivatives as annihilation operators and the multiplications by the variables as creation operators satisfy the commutation relations of two independent bosonic modes. Within each mode the commutator of annihilation and creation operator is 1, and operators of different modes commute. The relations are purely algebraic: no inner product is given, and the creation operators are not required to be adjoints of the annihilation operators. The namespace `HopfieldPolaritonGap` points to the Hopfield model of polaritons, but neither a Hamiltonian nor a gap occurs in this file. The attempt first shows that the commutator `h` of the two derivatives vanishes, by checking it on the variables, and then proves the remaining relations with the product rule.

In Lean, a first try:

```lean
import Mathlib

open Matrix

namespace HopfieldPolaritonGap

noncomputable section

/-- Canonical commutation relations of two independent bosonic modes `a`, `b` with
creation operators `a'`, `b'`. -/
structure TwoModes {A : Type*} [Ring A] (a a' b b' : A) : Prop where
  aa : a * a' - a' * a = 1
  bb : b * b' - b' * b = 1
  ab : a * b = b * a
  ab' : a * b' = b' * a
  a'b : a' * b = b * a'
  a'b' : a' * b' = b' * a'

/-- Derivatives and multiplications by the variables on polynomials in two variables
satisfy the two-mode commutation relations. -/
theorem twoModes_witness :
    TwoModes (A := Module.End ℂ (MvPolynomial (Fin 2) ℂ))
      (MvPolynomial.pderiv 0).toLinearMap (LinearMap.mulLeft ℂ (MvPolynomial.X 0))
      (MvPolynomial.pderiv 1).toLinearMap (LinearMap.mulLeft ℂ (MvPolynomial.X 1)) := by
  -- partial derivatives commute, since their commutator kills the variables
  have h : ⁅(MvPolynomial.pderiv 0 : Derivation ℂ (MvPolynomial (Fin 2) ℂ) _),
      MvPolynomial.pderiv 1⁆ = 0 := by
    apply MvPolynomial.derivation_ext
    intro i
    fin_cases i <;> simp [Derivation.commutator_apply, MvPolynomial.pderiv_X]
  constructor <;> refine LinearMap.ext fun p => ?_
  case ab =>
    have hp := DFunLike.congr_fun h p
    rw [Derivation.commutator_apply] at hp
    exact sub_eq_zero.mp hp
  all_goals
    simp [Derivation.leibniz, MvPolynomial.pderiv_X]
    try ring

end

end HopfieldPolaritonGap
```

The compiler's answer:

```
Main.lean:27:6: error: typeclass instance problem is stuck
  CommSemiring ?m.75

Note: Lean will not try to resolve this typeclass instance problem because the type argument to `CommSemiring` is a metavariable. This argument must be fully determined before Lean will try to resolve the typeclass.

Hint: Adding type annotations and supplying implicit arguments to functions can give Lean more information for typeclass resolution. For example, if you have a variable `x` that you intend to be a `Nat`, but Lean reports it as having an unresolved type like `?m`, replacing `x` with `(x : Nat)` can get typeclass resolution un-stuck.
```

The change, after which it compiles:

```diff
@@ -24,6 +24,9 @@
       (MvPolynomial.pderiv 1).toLinearMap (LinearMap.mulLeft ℂ (MvPolynomial.X 1)) := by
   -- partial derivatives commute, since their commutator kills the variables
-  have h : ⁅(MvPolynomial.pderiv 0 : Derivation ℂ (MvPolynomial (Fin 2) ℂ) _),
-      MvPolynomial.pderiv 1⁆ = 0 := by
+  have h : ⁅(MvPolynomial.pderiv 0 :
+        Derivation ℂ (MvPolynomial (Fin 2) ℂ) (MvPolynomial (Fin 2) ℂ)),
+      (MvPolynomial.pderiv 1 :
+        Derivation ℂ (MvPolynomial (Fin 2) ℂ) (MvPolynomial (Fin 2) ℂ))⁆ =
+      (0 : Derivation ℂ (MvPolynomial (Fin 2) ℂ) (MvPolynomial (Fin 2) ℂ)) := by
     apply MvPolynomial.derivation_ext
     intro i
```

Diagnosis. The message points to the second entry of the bracket in `h`, `MvPolynomial.pderiv 1`. Lean needs a `CommSemiring` structure on the coefficients of the polynomials, but it doesn't yet know which coefficients are meant; `?m.75` stands for this unknown type. The annotation on the first entry doesn't help, because the bracket notation in Mathlib allows its two entries to have different types. So the statement of `h` itself fails, not the mathematics behind it.

The repair gives the second entry its full type, a derivation on `MvPolynomial (Fin 2) ℂ` with values in the same polynomials. This fixes the coefficients as `ℂ`, and Lean can find the structure it needs. Writing out the `_` in the first entry's type and annotating the `0` are mere tidying: the first type follows from `MvPolynomial.pderiv 0`, and the bracket has the type of its second entry, which also fixes that of the zero.
